# A 3×3 zero-one matrix whose entrywise square has determinant 2, while its determinant times its permanent is 4

The declaration `cyclicMatrix_values` concerns the matrix with rows (1,1,0), (0,1,1), (1,0,1) over an arbitrary commutative ring. It states that squaring each entry gives a matrix of determinant 2, and that the determinant of the original matrix times its permanent is 4. In physics, determinants and permanents are the signed and unsigned sums over permutations that occur in amplitudes for non-interacting fermions and bosons; here the statement is purely about the matrix, with no state or normalisation involved. The attempt expands the determinants with `Matrix.det_fin_three` and the permanent with the earlier lemma `permanent_three`, then leaves the entries and the arithmetic to `norm_num`.

Lean 4 with Mathlib refuses this proof:

```lean
import Mathlib

open Equiv

namespace BorchardtLimits

variable {R : Type*} [CommRing R] {K : Type*} [Field K]

/-- The entrywise square of a matrix. -/
def entrySq {n : ℕ} (A : Matrix (Fin n) (Fin n) R) : Matrix (Fin n) (Fin n) R :=
  Matrix.of fun i j => A i j ^ 2

/-- The matrix with rows (1,1,0), (0,1,1), (1,0,1). -/
def cyclicMatrix (R : Type*) [CommRing R] : Matrix (Fin 3) (Fin 3) R :=
  !![1, 1, 0; 0, 1, 1; 1, 0, 1]

/-- The permanent of a 3×3 matrix is the sum of its six permutation terms, all with
positive sign. -/
theorem permanent_three (A : Matrix (Fin 3) (Fin 3) R) :
    A.permanent = A 0 0 * A 1 1 * A 2 2 + A 0 1 * A 1 2 * A 2 0 + A 0 2 * A 1 0 * A 2 1
      + A 0 0 * A 1 2 * A 2 1 + A 0 1 * A 1 0 * A 2 2 + A 0 2 * A 1 1 * A 2 0 := by
  -- list the six permutations of three indices
  have hu : (Finset.univ : Finset (Perm (Fin 3))) =
      {1, swap 0 1, swap 0 2, swap 1 2, swap 0 1 * swap 1 2, swap 1 2 * swap 0 1} := by
    decide
  unfold Matrix.permanent
  rw [hu, Finset.sum_insert, Finset.sum_insert, Finset.sum_insert, Finset.sum_insert,
    Finset.sum_insert, Finset.sum_singleton]
  · simp [Fin.prod_univ_three, Equiv.swap_apply_def]
    ring
  all_goals decide

/-- For the matrix with rows (1,1,0), (0,1,1), (1,0,1) the determinant of the entrywise
square is 2, while the determinant times the permanent is 4. -/
theorem cyclicMatrix_values :
    (entrySq (cyclicMatrix R)).det = 2 ∧
      (cyclicMatrix R).det * (cyclicMatrix R).permanent = 4 := by
  constructor
  · rw [Matrix.det_fin_three]
    norm_num [entrySq, cyclicMatrix]
  · rw [Matrix.det_fin_three, permanent_three]
    norm_num [cyclicMatrix]

end BorchardtLimits
```

The error:

```
Main.lean:39:2: error: unsolved goals
case left
R : Type u_1
inst✝ : CommRing R
⊢ Matrix.vecCons (![1, 1, 0] 2) (fun i => Matrix.vecCons (![0, 1, 1] 2) (fun i => ![1, 0, 1] 2) i) 2 ^ 2 -
          ![0, 1, 1] 2 ^ 2 * Matrix.vecCons 1 (fun i => Matrix.vecCons 1 (fun i => 0) i) 2 ^ 2 +
        ![0, 1, 1] 2 ^ 2 * Matrix.vecCons 1 (fun i => Matrix.vecCons 0 (fun i => 1) i) 2 ^ 2 -
      ![1, 1, 0] 2 ^ 2 * Matrix.vecCons 1 (fun i => Matrix.vecCons 0 (fun i => 1) i) 2 ^ 2 =
    2
Main.lean:41:2: error: unsolved goals
case right
R : Type u_1
inst✝ : CommRing R
⊢ (Matrix.vecCons (![1, 1, 0] 2) (fun i => Matrix.vecCons (![0, 1, 1] 2) (fun i => ![1, 0, 1] 2) i) 2 -
            ![0, 1, 1] 2 * Matrix.vecCons 1 (fun i => Matrix.vecCons 1 (fun i => 0) i) 2 +
          ![0, 1, 1] 2 * Matrix.vecCons 1 (fun i => Matrix.vecCons 0 (fun i => 1) i) 2 -
        ![1, 1, 0] 2 * Matrix.vecCons 1 (fun i => Matrix.vecCons 0 (fun i => 1) i) 2) *
      (Matrix.vecCons (![1, 1, 0] 2) (fun i => Matrix.vecCons (![0, 1, 1] 2) (fun i => ![1, 0, 1] 2) i) 2 +
            ![0, 1, 1] 2 * Matrix.vecCons 1 (fun i => Matrix.vecCons 0 (fun i => 1) i) 2 +
          ![0, 1, 1] 2 * Matrix.vecCons 1 (fun i => Matrix.vecCons 1 (fun i => 0) i) 2 +
        ![1, 1, 0] 2 * Matrix.vecCons 1 (fun i => Matrix.vecCons 0 (fun i => 1) i) 2) =
    4
```

The mended proof, as a diff:

```diff
@@ -36,9 +36,21 @@
     (entrySq (cyclicMatrix R)).det = 2 ∧
       (cyclicMatrix R).det * (cyclicMatrix R).permanent = 4 := by
+  -- read off the nine entries
+  have h00 : cyclicMatrix R 0 0 = 1 := rfl
+  have h01 : cyclicMatrix R 0 1 = 1 := rfl
+  have h02 : cyclicMatrix R 0 2 = 0 := rfl
+  have h10 : cyclicMatrix R 1 0 = 0 := rfl
+  have h11 : cyclicMatrix R 1 1 = 1 := rfl
+  have h12 : cyclicMatrix R 1 2 = 1 := rfl
+  have h20 : cyclicMatrix R 2 0 = 1 := rfl
+  have h21 : cyclicMatrix R 2 1 = 0 := rfl
+  have h22 : cyclicMatrix R 2 2 = 1 := rfl
   constructor
   · rw [Matrix.det_fin_three]
-    norm_num [entrySq, cyclicMatrix]
+    simp only [entrySq, Matrix.of_apply, h00, h01, h02, h10, h11, h12, h20, h21, h22]
+    norm_num
   · rw [Matrix.det_fin_three, permanent_three]
-    norm_num [cyclicMatrix]
+    simp only [h00, h01, h02, h10, h11, h12, h20, h21, h22]
+    norm_num
 
 end BorchardtLimits
```

Cause. Both messages report unsolved goals: `norm_num` simplified each half of the statement but could not finish it. What remains contains terms such as `![1, 1, 0] 2` and `Matrix.vecCons … 2`, which are matrix entries, or parts of them, still waiting to be looked up at index 2. Lookups at 0 and 1 are covered by ordinary simp lemmas, which `norm_num` uses. A lookup at the literal 2 is left to a simproc, `Matrix.cons_val`, and `norm_num` does not run simprocs. Those entries therefore never become numbers, and the arithmetic cannot be completed. The equations themselves are true.

The repair proves the value of each of the nine entries by `rfl`, since each holds by computation from the definition. `simp only` then puts these values into the expanded formulas, so no lookup is left to `norm_num`. `cyclicMatrix` is no longer unfolded, so its entries keep the form that `h00` to `h22` match. In the first half, `entrySq` and `Matrix.of_apply` turn each entry of the squared matrix into the square of an original entry. The final `norm_num` then has only numerical arithmetic to do.
